# The operator (a × ∇) · (b × ∇) multiplies the wave cos(q·r) by −(a × q) · (b × q)

An operator of the form (a × ∇) · (b × ∇) appears in the magnetic dipole interaction between two spins. Here a and b are arbitrary constant real vectors in three dimensions, not quantum spin operators, and `spinSpin_cos` states that applying the operator to cos(q·r) gives −(a × q) · (b × q) cos(q·r), for every real vector q and every point r. The attempt uses the general formula `spinSpin_eq`, which needs the gradient of the function near r and the partial derivatives of that gradient at r. It supplies −sin(q·x) q for the gradient and −cos(q·r) qₖqⱼ for the second derivatives, and leaves the rest to algebra.

In Lean, a first try:

```lean
import Mathlib

open Matrix Real Topology

namespace SpinSpinCos

noncomputable section

/-- The point `r` displaced by `t` along the coordinate axis `k`. -/
def shift (r : Fin 3 → ℝ) (k : Fin 3) (t : ℝ) : Fin 3 → ℝ := r + t • Pi.single k 1

/-- The gradient: the three partial derivatives of a scalar field. -/
def grad (f : (Fin 3 → ℝ) → ℝ) (r : Fin 3 → ℝ) : Fin 3 → ℝ :=
  fun k => deriv (fun t => f (shift r k t)) 0

/-- The vector operator `a × ∇` applied to a scalar field. -/
def crossGrad (a : Fin 3 → ℝ) (f : (Fin 3 → ℝ) → ℝ) (r : Fin 3 → ℝ) : Fin 3 → ℝ :=
  a ⨯₃ grad f r

/-- The spin-spin operator `(a × ∇) · (b × ∇)` applied to a scalar field. -/
def spinSpin (a b : Fin 3 → ℝ) (f : (Fin 3 → ℝ) → ℝ) (r : Fin 3 → ℝ) : ℝ :=
  ∑ i, crossGrad a (fun x => crossGrad b f x i) r i

/-- If `f` has gradient `g` near `r`, and `g` has partial derivatives `H k j = ∂ₖ gⱼ` at `r`,
then `(a × ∇) · (b × ∇) f` is `a · b` times the trace of `H` minus `∑ aⱼ bₖ H k j`. -/
theorem spinSpin_eq (a b : Fin 3 → ℝ) {f : (Fin 3 → ℝ) → ℝ} {r : Fin 3 → ℝ}
    (g : (Fin 3 → ℝ) → Fin 3 → ℝ) (H : Fin 3 → Fin 3 → ℝ)
    (hg : ∀ᶠ x in 𝓝 r, grad f x = g x)
    (hH : ∀ k j, HasDerivAt (fun t => g (shift r k t) j) (H k j) 0) :
    spinSpin a b f r = (a ⬝ᵥ b) * ∑ k, H k k - ∑ k, ∑ j, a j * b k * H k j := by
  have key : ∀ i k, grad (fun x => crossGrad b f x i) r k = (b ⨯₃ H k) i := by
    intro i k
    have hc : Continuous (shift r k) := by unfold shift; fun_prop
    have hl := hc.tendsto 0
    rw [show shift r k 0 = r by simp [shift]] at hl
    have hev : (fun t => crossGrad b f (shift r k t) i) =ᶠ[𝓝 0]
        fun t => (b ⨯₃ g (shift r k t)) i :=
      (hl.eventually hg).mono fun t ht => congrArg (fun v => (b ⨯₃ v) i) ht
    have hd : HasDerivAt (fun t => (b ⨯₃ g (shift r k t)) i) ((b ⨯₃ H k) i) 0 := by
      have h0 := ((hH k 2).const_mul (b 1)).fun_sub ((hH k 1).const_mul (b 2))
      have h1 := ((hH k 0).const_mul (b 2)).fun_sub ((hH k 2).const_mul (b 0))
      have h2 := ((hH k 1).const_mul (b 0)).fun_sub ((hH k 0).const_mul (b 1))
      fin_cases i
      exacts [h0, h1, h2]
    exact hev.deriv_eq.trans hd.deriv
  have hs : spinSpin a b f r = ∑ i, (a ⨯₃ (fun k => (b ⨯₃ H k) i)) i :=
    Finset.sum_congr rfl fun i _ => congrArg (fun v => (a ⨯₃ v) i) (funext (key i))
  rw [hs]
  simp [cross_apply, Fin.sum_univ_three, dotProduct]
  ring

/-- On the wave `cos (q·r)` the operator `(a × ∇) · (b × ∇)` acts as multiplication by
`-(a × q) · (b × q)`. -/
theorem spinSpin_cos (a b q r : Fin 3 → ℝ) :
    spinSpin a b (fun x => cos (q ⬝ᵥ x)) r = -((a ⨯₃ q) ⬝ᵥ (b ⨯₃ q)) * cos (q ⬝ᵥ r) := by
  have h0 : ∀ (x : Fin 3 → ℝ) k, shift x k 0 = x := fun x k => by simp [shift]
  have hp : ∀ x k, HasDerivAt (fun t => q ⬝ᵥ shift x k t) (q k) 0 := by
    intro x k
    have h : ∀ t, q ⬝ᵥ shift x k t = q ⬝ᵥ x + t * q k := fun t => by
      rw [shift, dotProduct_add, dotProduct_smul, dotProduct_single, mul_one, smul_eq_mul]
    simp only [h]
    exact (((hasDerivAt_id (0 : ℝ)).mul_const (q k)).const_add _).congr_deriv (one_mul _)
  rw [spinSpin_eq a b (fun x j => -sin (q ⬝ᵥ x) * q j)
    (fun k j => -(cos (q ⬝ᵥ r) * q k) * q j)
    (Filter.Eventually.of_forall fun x => funext fun k =>
      (hp x k).cos.deriv.trans (by simp only [h0]))
    (fun k j => ((hp r k).sin.fun_neg.mul_const (q j)).congr_deriv (by simp only [h0]))]
  generalize cos (q ⬝ᵥ r) = c
  simp [cross_apply, Fin.sum_univ_three, dotProduct]
  ring

end

end SpinSpinCos
```

Lean reports:

```
Main.lean:66:6: error: Type mismatch
  Eq.trans (HasDerivAt.deriv (HasDerivAt.cos (hp x k))) ?m.235
has type
  deriv (fun x_1 => cos (q ⬝ᵥ shift x k x_1)) 0 = ?m.234
but is expected to have type
  grad ?m.179 x k = -sin (q ⬝ᵥ x) * q k
Main.lean:55:87: error: unsolved goals
a b q r : Fin 3 → ℝ
h0 : ∀ (x : Fin 3 → ℝ) (k : Fin 3), shift x k 0 = x
hp : ∀ (x : Fin 3 → ℝ) (k : Fin 3), HasDerivAt (fun t => q ⬝ᵥ shift x k t) (q k) 0
⊢ spinSpin a b (fun x => cos (q ⬝ᵥ x)) r = -((crossProduct a) q ⬝ᵥ (crossProduct b) q) * cos (q ⬝ᵥ r)
```

The first message shows that Lean did not know which function `spinSpin_eq` was being applied to: the expected type contains `grad ?m.179 x k`, where `?m.179` stands for the implicit argument `f`. `rw` elaborates the lemma with its arguments before matching it against the goal, so the goal could not yet supply `f`. Nor could the gradient proof. Unfolding `grad` would leave Lean to find `f` from `f (shift x k t) = cos (q ⬝ᵥ shift x k t)`, and since `f` is applied there to a compound expression rather than a plain variable, unification does not settle what it is.

The second message is a consequence: the rewrite failed, so the original goal was left unproved.

The repair names the function with `(f := fun x => cos (q ⬝ᵥ x))`. The expected derivative then unfolds to the one the proof provides. The diff also fixes the point with `(r := r)`, though neither message shows that this was needed.

Lean accepts the file once it reads:

```diff
@@ -61,5 +61,5 @@
     simp only [h]
     exact (((hasDerivAt_id (0 : ℝ)).mul_const (q k)).const_add _).congr_deriv (one_mul _)
-  rw [spinSpin_eq a b (fun x j => -sin (q ⬝ᵥ x) * q j)
+  rw [spinSpin_eq (f := fun x => cos (q ⬝ᵥ x)) (r := r) a b (fun x j => -sin (q ⬝ᵥ x) * q j)
     (fun k j => -(cos (q ⬝ᵥ r) * q k) * q j)
     (Filter.Eventually.of_forall fun x => funext fun k =>
```
